# An integer number of electrons on separated fragments with energies linear between integers has a lowest-energy distribution in whole numbers

The energy of a fragment at fractional electron number is taken here to be the straight-line interpolation between its energies at the two neighbouring integers. The physics behind this choice is a mixture of states: a fragment that holds n + t electrons on average, with 0 ≤ t ≤ 1, is in its n-electron state with weight 1 − t and in its (n + 1)-electron state with weight t. The energies at the integers themselves are arbitrary real numbers, and no convexity is assumed. Without convexity, a mixture of other electron numbers with the same average can have a lower energy; such mixtures are not considered here.

The fragments are separated in the sense that the total energy is the sum of the fragment energies, without any interaction between them. If such fragments share M electrons, M an integer, then no fractional distribution has lower energy than the best distribution in whole numbers.

```lean
import Mathlib

open Finset

namespace IntegerPreference

noncomputable section
```

## Energies at fractional and pooled electron number

Let E(n) be the energy of a fragment with n electrons. For real x ≥ 0 with integer part n, the interpolated energy is

L(E, x) = (1 − (x − n)) E(n) + (x − n) E(n + 1).

```lean
/-- The energy of a fragment at real electron number `x ≥ 0`, interpolated linearly between
the energies `E n` at neighbouring integers. -/
def interp (E : ℕ → ℝ) (x : ℝ) : ℝ :=
  (1 - (x - ⌊x⌋₊)) * E ⌊x⌋₊ + (x - ⌊x⌋₊) * E (⌊x⌋₊ + 1)
```

In Lean, L(E, x) is `interp E x`, and `⌊x⌋₊` is the integer part as a natural number. The energies form a sequence `E : ℕ → ℝ`, so a fragment has a finite energy at every electron number. A lattice fragment that can hold only a limited number of electrons fits this description as long as M does not exceed its capacity, because energies above M electrons do not affect the results for M.

Two fragments with energies A and B can also be treated as one system. Its energy at n electrons is that of the best distribution in whole numbers:

P(n) = min { A(p) + B(q) : p + q = n }.

```lean
/-- The lowest energy of `n` electrons distributed in whole numbers over two separated
fragments with energies `A` and `B`. -/
def pool (A B : ℕ → ℝ) (n : ℕ) : ℝ :=
  (antidiagonal n).inf' ⟨(0, n), by simp⟩ (fun p => A p.1 + B p.2)
```

The set `antidiagonal n` contains the pairs (p, q) of natural numbers with p + q = n, and `inf'` is the minimum over this finite set. The pair (0, n) shows that the set is not empty.

## Straight segments, ends included

For 0 ≤ t ≤ 1,

L(E, n + t) = (1 − t) E(n) + t E(n + 1).

If t < 1, the integer part of n + t is n, and this is the definition. If t = 1, the integer part is n + 1 and the fractional part is zero, so the definition gives E(n + 1), as does the right-hand side.

```lean
/-- Between `n` and `n + 1` electrons, both ends included, the energy is the straight line
joining `E n` and `E (n + 1)`. -/
theorem interp_add (E : ℕ → ℝ) (n : ℕ) {t : ℝ} (h0 : 0 ≤ t) (h1 : t ≤ 1) :
    interp E (n + t) = (1 - t) * E n + t * E (n + 1) := by
  have hn : (0 : ℝ) ≤ n := Nat.cast_nonneg n
  rcases lt_or_eq_of_le h1 with h | h
  · have hf : ⌊(n : ℝ) + t⌋₊ = n :=
      (Nat.floor_eq_iff (by linarith)).2 ⟨by linarith, by linarith⟩
    simp only [interp, hf]
    ring
  · -- at the right end the integer part jumps, but the value agrees
    subst h
    have hf : ⌊(n : ℝ) + 1⌋₊ = n + 1 :=
      (Nat.floor_eq_iff (by linarith)).2 ⟨by push_cast; linarith, by push_cast; linarith⟩
    simp only [interp, hf]
    push_cast
    ring
```

The two cases of the proof are these two cases. Having both ends available matters below, where a fraction may reach 1.

Setting t = 0 gives the value at an integer:

L(E, n) = E(n).

```lean
/-- At integer electron number the interpolated energy is the given energy. -/
theorem interp_natCast (E : ℕ → ℝ) (n : ℕ) : interp E (n : ℝ) = E n := by
  have h := interp_add E n (le_refl (0 : ℝ)) zero_le_one
  rw [add_zero] at h
  rw [h]
  ring
```

## Fractional charges as mixtures of whole-number configurations

The minimum that defines P(n) runs over finitely many pairs, so some pair reaches it:

P(n) = A(p) + B(q) for some p + q = n.

```lean
/-- The pooled energy of `n` electrons is reached by some distribution in whole numbers. -/
theorem exists_pool_eq (A B : ℕ → ℝ) (n : ℕ) :
    ∃ p q : ℕ, p + q = n ∧ pool A B n = A p + B q := by
  obtain ⟨p, hp, h⟩ := Finset.exists_mem_eq_inf' (s := antidiagonal n)
    ⟨(0, n), by simp⟩ (fun p : ℕ × ℕ => A p.1 + B p.2)
  exact ⟨p.1, p.2, mem_antidiagonal.mp hp, h⟩
```

The central step compares two fragments that hold x and y electrons, for real x ≥ 0 and y ≥ 0, with the pooled system at x + y electrons:

L(P, x + y) ≤ L(A, x) + L(B, y).

Write x = m + s and y = n + t, with m and n integers and s and t between 0 and 1. The right-hand side is

R = (1 − s) A(m) + s A(m + 1) + (1 − t) B(n) + t B(n + 1).

Suppose first that s + t ≤ 1. Then R can be regrouped as

R = (1 − s − t) (A(m) + B(n)) + s (A(m + 1) + B(n)) + t (A(m) + B(n + 1)).

The weights are non-negative and add up to 1. Each bracket is the energy of a whole-number configuration, so it is at least the pooled energy at the same total:

R ≥ (1 − s − t) P(m + n) + (s + t) P(m + n + 1) = L(P, x + y).

If s + t ≥ 1, the regrouping is

R = (s + t − 1) (A(m + 1) + B(n + 1)) + (1 − t) (A(m + 1) + B(n)) + (1 − s) (A(m) + B(n + 1)),

and therefore

R ≥ (2 − s − t) P(m + n + 1) + (s + t − 1) P(m + n + 2) = L(P, x + y).

In both cases only two adjacent totals occur, which is why the bound is exactly the interpolated pooled energy, even when P is not convex.

```lean
/-- Two fragments with real electron numbers `x` and `y` have at least the energy obtained by
interpolating their pooled integer energies at `x + y`. -/
theorem interp_pool_le (A B : ℕ → ℝ) {x y : ℝ} (hx : 0 ≤ x) (hy : 0 ≤ y) :
    interp (pool A B) (x + y) ≤ interp A x + interp B y := by
  have split : ∀ z : ℝ, 0 ≤ z → ∃ n : ℕ, ∃ t : ℝ, 0 ≤ t ∧ t ≤ 1 ∧ z = n + t :=
    fun z hz => ⟨⌊z⌋₊, z - ⌊z⌋₊, by linarith [Nat.floor_le hz],
      by linarith [Nat.lt_floor_add_one z], by ring⟩
  have le : ∀ m n N : ℕ, m + n = N → pool A B N ≤ A m + B n := fun m n N h =>
    Finset.inf'_le (fun p : ℕ × ℕ => A p.1 + B p.2)
      (show (m, n) ∈ antidiagonal N from mem_antidiagonal.mpr h)
  obtain ⟨m, s, hs0, hs1, rfl⟩ := split x hx
  obtain ⟨n, t, ht0, ht1, rfl⟩ := split y hy
  have h10 := le (m + 1) n (m + n + 1) (by omega)
  have h01 := le m (n + 1) (m + n + 1) (by omega)
  rw [interp_add A m hs0 hs1, interp_add B n ht0 ht1]
  rcases le_total (s + t) 1 with h | h
  · -- mixture of (m, n), (m + 1, n) and (m, n + 1)
    have h00 := le m n (m + n) rfl
    have e : (m : ℝ) + s + (n + t) = ((m + n : ℕ) : ℝ) + (s + t) := by push_cast; ring
    rw [e, interp_add _ _ (by linarith) h]
    linarith [mul_le_mul_of_nonneg_left h00 (by linarith : 0 ≤ 1 - s - t),
      mul_le_mul_of_nonneg_left h10 hs0, mul_le_mul_of_nonneg_left h01 ht0]
  · -- mixture of (m + 1, n), (m, n + 1) and (m + 1, n + 1)
    have h11 := le (m + 1) (n + 1) (m + n + 1 + 1) (by omega)
    have e : (m : ℝ) + s + (n + t) = ((m + n + 1 : ℕ) : ℝ) + (s + t - 1) := by
      push_cast; ring
    rw [e, interp_add _ _ (by linarith) (by linarith)]
    linarith [mul_le_mul_of_nonneg_left h11 (by linarith : 0 ≤ s + t - 1),
      mul_le_mul_of_nonneg_left h10 (by linarith : 0 ≤ 1 - t),
      mul_le_mul_of_nonneg_left h01 (by linarith : 0 ≤ 1 - s)]
```

The local statement `split` writes a real number as integer plus fraction, and `le` says that a pooled energy is at most the energy of any configuration with that total. The names `h00`, `h10`, `h01` and `h11` record how many electrons are added to m and n. In each case `linarith` receives the three inequalities multiplied by their weights and carries out the regrouping.

## From two fragments to finitely many

A single fragment is its own pooled system. Now let a set s of fragments have a pooled energy G, and add a fragment a. (This s is a set, as in the Lean statement, and no longer a fraction.) The new pooled energy G′ is obtained by pooling Eₐ with G. With X = Σ_{i∈s} xᵢ, the two-fragment inequality and the assumption on G give

L(G′, xₐ + X) ≤ L(Eₐ, xₐ) + L(G, X) ≤ L(Eₐ, xₐ) + Σ_{i∈s} L(Eᵢ, xᵢ).

The value G′(n) is also reached in whole numbers: some p + q = n gives G′(n) = Eₐ(p) + G(q), and the q electrons are distributed over s in the way that reaches G(q).

```lean
/-- Any nonempty finite set of fragments has a pooled energy `G`, reached at each integer total
by whole-number occupations, whose interpolant bounds all fractional distributions below. -/
theorem exists_pooled {ι : Type*} (E : ι → ℕ → ℝ) (s : Finset ι) (hs : s.Nonempty) :
    ∃ G : ℕ → ℝ,
      (∀ n, ∃ k : ι → ℕ, ∑ i ∈ s, k i = n ∧ ∑ i ∈ s, E i (k i) = G n) ∧
      ∀ x : ι → ℝ, (∀ i, 0 ≤ x i) →
        interp G (∑ i ∈ s, x i) ≤ ∑ i ∈ s, interp (E i) (x i) := by
  classical
  induction hs using Finset.Nonempty.cons_induction with
  | singleton a => exact ⟨E a, fun n => ⟨fun _ => n, by simp, by simp⟩, fun x _ => by simp⟩
  | cons a s ha hs ih =>
    obtain ⟨G, hk, hG⟩ := ih
    refine ⟨pool (E a) G, fun n => ?_, fun x hx => ?_⟩
    · -- give p electrons to the new fragment and q to the others
      obtain ⟨p, q, hpq, hmin⟩ := exists_pool_eq (E a) G n
      obtain ⟨k, hk1, hk2⟩ := hk q
      have hne : ∀ i ∈ s, i ≠ a := fun i hi h => ha (h ▸ hi)
      have e1 : ∑ i ∈ s, (if i = a then p else k i) = q :=
        (Finset.sum_congr rfl fun i hi => if_neg (hne i hi)).trans hk1
      have e2 : ∑ i ∈ s, E i (if i = a then p else k i) = G q :=
        (Finset.sum_congr rfl fun i hi => by rw [if_neg (hne i hi)]).trans hk2
      refine ⟨fun i => if i = a then p else k i, ?_, ?_⟩
      · simp only [Finset.sum_cons, ↓reduceIte, e1]
        exact hpq
      · simp only [Finset.sum_cons, ↓reduceIte, e2]
        exact hmin.symm
    · have h0 : 0 ≤ ∑ i ∈ s, x i := Finset.sum_nonneg fun i _ => hx i
      simp only [Finset.sum_cons]
      linarith [interp_pool_le (E a) G (hx a) h0, hG x hx]
```

The type `ι` labels the fragments, and `E i n` is the energy of fragment i with n electrons. The induction starts from one fragment and adds one at a time. The expression `if i = a then p else k i` is the combined occupation: p electrons on the new fragment, and the earlier numbers on the others.

Evaluating the pooled energy at the integer M finishes the argument. Choose whole numbers kᵢ with sum M that reach G(M). For all real xᵢ ≥ 0 with sum M,

Σᵢ Eᵢ(kᵢ) = G(M) = L(G, M) ≤ Σᵢ L(Eᵢ, xᵢ).

```lean
/-- Integer preference: for `M` electrons on finitely many (at least one) separated fragments, with
energies interpolated linearly between neighbouring integers, some whole-number distribution
minimises the total energy among all non-negative real distributions. -/
theorem integer_preference {ι : Type*} [Fintype ι] [Nonempty ι] (E : ι → ℕ → ℝ) (M : ℕ) :
    ∃ k : ι → ℕ, ∑ i, k i = M ∧
      ∀ x : ι → ℝ, (∀ i, 0 ≤ x i) → ∑ i, x i = (M : ℝ) →
        ∑ i, interp (E i) (k i : ℝ) ≤ ∑ i, interp (E i) (x i) := by
  obtain ⟨G, hk, hG⟩ := exists_pooled E Finset.univ Finset.univ_nonempty
  obtain ⟨k, h1, h2⟩ := hk M
  refine ⟨k, h1, fun x hx hs => ?_⟩
  have h := hG x hx
  rw [hs, interp_natCast] at h
  simp only [interp_natCast]
  linarith
```

The theorem `integer_preference` says that for any finite, non-empty collection of fragments and any natural number M, including zero, there are occupations `k` with sum M whose energy is at most that of every allowed real distribution. Since `k` is itself an allowed distribution, the minimum exists and is attained there. The energies enter as given numbers; no Hamiltonian or density functional is used to derive them.

For two fragments, the second holds y = M − x electrons, and the central inequality suffices. With p + q = M chosen to reach P(M),

A(p) + B(M − p) = P(M) = L(P, M) ≤ L(A, x) + L(B, M − x) for 0 ≤ x ≤ M.

```lean
/-- For two separated fragments sharing `M` electrons, with energies `A` and `B` interpolated
linearly between integers, the minimum of `interp A x + interp B (M - x)` over real `x` in `[0, M]`
is attained at an integer. -/
theorem integer_preference_two (A B : ℕ → ℝ) (M : ℕ) :
    ∃ k : ℕ, k ≤ M ∧ ∀ x ∈ Set.Icc (0 : ℝ) M,
      interp A (k : ℝ) + interp B ((M : ℝ) - k) ≤ interp A x + interp B (M - x) := by
  obtain ⟨p, q, hpq, hmin⟩ := exists_pool_eq A B M
  refine ⟨p, by omega, fun x hx => ?_⟩
  have e : (M : ℝ) - p = q := by rw [← hpq]; push_cast; ring
  have h := interp_pool_le A B hx.1 (sub_nonneg.2 hx.2)
  rw [show x + ((M : ℝ) - x) = M by ring, interp_natCast, hmin] at h
  rw [e, interp_natCast, interp_natCast]
  exact h
```

The integer `k` in the statement is this p, and `Set.Icc (0 : ℝ) M` is the closed interval from 0 to M.

## One shared electron: ties and curvature

The theorems provide an integer minimum but do not exclude fractional ones. For one electron shared by two fragments, with electron number x on the first and 0 ≤ x ≤ 1, the segment formula gives

L(A, x) + L(B, 1 − x) = (1 − x) (A(0) + B(1)) + x (A(1) + B(0)).

```lean
/-- When two separated fragments, with energies interpolated linearly between integers, share one
electron, the total energy is linear in the electron number `x` on the first fragment, between the
energies of the two integer placements. -/
theorem one_shared_electron (A B : ℕ → ℝ) {x : ℝ} (hx : x ∈ Set.Icc (0 : ℝ) 1) :
    interp A x + interp B (1 - x) = (1 - x) * (A 0 + B 1) + x * (A 1 + B 0) := by
  have h1 := interp_add A 0 hx.1 hx.2
  have h2 := interp_add B 0 (sub_nonneg.2 hx.2) (by linarith [hx.1] : 1 - x ≤ 1)
  simp only [Nat.cast_zero, zero_add] at h1 h2
  rw [h1, h2]
  ring
```

The energy is linear in the electron number x. If the two integer placements have equal energy, as they do for identical fragments, every x gives the same energy and the preference for integers is not strict.

A strictly convex energy curve behaves differently. Let f be strictly convex on [0, 1], and let two identical fragments with energy f share one electron. The midpoint lies strictly below the chord,

f(1/2) < (f(0) + f(1)) / 2,

and doubling this gives

f(1/2) + f(1 − 1/2) < f(0) + f(1).

```lean
/-- If the energy curve `f` is strictly convex on `[0, 1]`, two identical separated fragments
sharing one electron have lower energy with half an electron each than with the electron on one of
them. -/
theorem half_charge_of_strictConvex {f : ℝ → ℝ}
    (hf : StrictConvexOn ℝ (Set.Icc (0 : ℝ) 1) f) :
    f (1 / 2) + f (1 - 1 / 2) < f 0 + f 1 := by
  have h := hf.2 (show (0 : ℝ) ∈ Set.Icc (0 : ℝ) 1 by simp)
    (show (1 : ℝ) ∈ Set.Icc (0 : ℝ) 1 by simp) zero_ne_one
    (show (0 : ℝ) < 1 / 2 by norm_num) (show (0 : ℝ) < 1 / 2 by norm_num) (by norm_num)
  have e : (1 / 2 : ℝ) • (0 : ℝ) + (1 / 2 : ℝ) • (1 : ℝ) = 1 / 2 := by
    norm_num [smul_eq_mul]
  rw [e, smul_eq_mul, smul_eq_mul] at h
  rw [show (1 : ℝ) - 1 / 2 = 1 / 2 by norm_num]
  linarith

end

end IntegerPreference
```

The hypothesis `StrictConvexOn` is applied to the points 0 and 1 with weights 1/2 each. For approximate density functionals, this means that an energy curve strictly convex between zero and one electron puts two identical, non-interacting fragments lower in energy with half an electron each than with the electron on one of them.

```lean
#print axioms IntegerPreference.integer_preference
#print axioms IntegerPreference.integer_preference_two
#print axioms IntegerPreference.one_shared_electron
#print axioms IntegerPreference.half_charge_of_strictConvex
```

```
'IntegerPreference.integer_preference' depends on axioms: [propext, Classical.choice, Quot.sound]
'IntegerPreference.integer_preference_two' depends on axioms: [propext, Classical.choice, Quot.sound]
'IntegerPreference.one_shared_electron' depends on axioms: [propext, Classical.choice, Quot.sound]
'IntegerPreference.half_charge_of_strictConvex' depends on axioms: [propext, Classical.choice, Quot.sound]
```
